# Two Identical Dipole-Coupled Drude Oscillators: Stability Exactly for R³ > 2α, and the Interaction Energy through Fourth Order in α/R³

## Two charges on springs

A Drude oscillator is a charge q bound to a fixed centre of charge −q by an isotropic spring of constant k. Its polarisability is α = q²/k in Gaussian units, and its frequency is w. Place two identical ones a distance R > 0 apart along axis 2; the axes are numbered 0, 1, 2. Let x and y be the displacements of the two charges, set ħ = 1, and define the coupling

t = α/R³.

Divided by k, the potential energy of the springs and the point-dipole interaction is

V = (x·x + y·y)/2 + t (x·y − 3 x₂y₂).

## Six independent modes

Along axis 2 the coupling is −2t x₂y₂; along axes 0 and 1 it is t x₀y₀ and t x₁y₁. For each axis i use the normalised sum and difference (xᵢ ± yᵢ)/√2. Since xᵢyᵢ is half the square of the sum coordinate minus half the square of the difference coordinate, V splits into six springs with these relative stiffnesses:

- axis 2, difference: 1 + 2t
- axis 2, sum: 1 − 2t
- axes 0 and 1, sums: 1 + t, twice
- axes 0 and 1, differences: 1 − t, twice

The change of coordinates preserves the total squared length, so with equal masses the kinetic energy keeps its form, and each mode has frequency w√(stiffness). The interaction energy is the coupled zero-point energy minus the uncoupled one:

E(t) = (w/2)(√(1+2t) + √(1−2t) + 2√(1+t) + 2√(1−t) − 6).

## The stability threshold

For t > 0 the smallest stiffness is 1 − 2t. It is positive exactly when t < 1/2, that is, when R³ > 2α.

The same condition decides whether V is positive for every nonzero displacement. If it is, take x = y = (0, 0, 1), where V = 1 − 2t, so t < 1/2. Conversely,

V = ((1 − 2t)/2)(x·x + y·y) + t [((x₀+y₀)² + x₀² + y₀²)/2 + ((x₁+y₁)² + x₁² + y₁²)/2 + (x₂−y₂)²],

and for 0 < t < 1/2 the first term is positive and the second is not negative.

## The energy falls as the coupling grows

Group the modes in pairs by setting, for 0 ≤ z ≤ 1,

g(z) = √(1+z) + √(1−z).

Then

E(t) = (w/2)(g(2t) + 2g(t) − 6),
g(z)² = 2 + 2√(1−z²).

The right-hand side of the second equation strictly decreases on [0, 1], and g ≥ 0, so g strictly decreases too. For w > 0, E therefore strictly decreases on 0 ≤ t ≤ 1/2.

## The fourth-order term and its remainder

Let 0 < z ≤ 1 and d = 2 − g(z). Because 2 ≤ g² < 4, we have 0 < d ≤ 2 − √2 < 3/5. The formula for g² gives √(1−z²) = (2−d)²/2 − 1, and squaring this yields

z² = d(4 − 5d + 2d² − d³/4).

The bracket is at least 4 − 5d ≥ 1, so d ≤ z². Substituting for z² in the fourth-order expansion gives

2 − z²/4 − 5z⁴/64 − g(z) = d³ Q,
Q = 21/8 − (201/64)d + (55/32)d² − (65/128)d³ + (5/64)d⁴ − (5/1024)d⁵.

For 0 < d ≤ 3/5, pairing neighbouring terms shows 0 < Q ≤ 3. The remainder is thus positive and at most 3d³ ≤ 3z⁶.

Now add the expansion at z = 2t to twice the expansion at z = t. The quadratic terms sum to −(3/2)t², the quartic terms to −(45/32)t⁴, and the remainders to at most 192t⁶ + 6t⁶ = 198t⁶. Multiplication by w/2 gives, for 0 < t ≤ 1/2,

−(3/4)wt² − (45/64)wt⁴ − 99wt⁶ ≤ E(t) < −(3/4)wt² − (45/64)wt⁴.

In particular E(t) < −(3/4)wt². Adding (3/4)wt² and dividing by t⁴ confines the quotient between −(45/64)w − 99wt² and −(45/64)w, so it tends to −(45/64)w as t → 0⁺.

In this model of two identical, undamped point-dipole oscillators, −(3/4)wα²/R⁶ is the London dispersion energy. For 0 < t ≤ 1/2 the full coupled-mode energy is more attractive than this, with a leading correction proportional to R⁻¹². The higher multipoles of the Coulomb interaction, which the model leaves out, would add terms starting at R⁻⁸, and these outweigh the R⁻¹² correction at large distance.

## What the Lean statements say

Displacements are functions `Fin 3 → ℝ`, and `x ⬝ᵥ y` is their dot product. `potential` is V, `stiffness` lists the six stiffnesses in the order above, `modeCoord` lists the matching coordinates, and `pairRoot` is g, with its argument called `x`.

`normal_modes` states the decomposition of V and the preservation of squared length for every real t. `stable_iff` assumes α > 0 and R > 0 and proves two equivalences with `2 * α < R ^ 3`: one for positive stiffnesses, one for a positive potential.

The three energy theorems described next take w > 0 and the coupling t as a real variable; putting t = α/R³ returns to the distance. `energy_strictAntiOn` holds on the closed interval `Set.Icc 0 (1 / 2)`, which includes the endpoint where the softest mode has zero frequency. `energy_bounds` is the two-sided estimate, and `energy_fourth_order` is the limit, with `𝓝[>] 0` meaning approach to zero from above.

The zero-point formula enters as the definition of `energy`; it is not derived from a Hamiltonian operator. The model has equal frequencies and polarisabilities, and neither short-range damping nor retardation.

## The complete file

```lean
import Mathlib

open Matrix Filter Topology

namespace DrudeDimer

noncomputable section

/-- Potential energy, in units of the spring constant, of two isotropic oscillators with
displacements `x` and `y`, dipole-coupled with strength `t`, whose centres are separated along axis
2. -/
def potential (t : ℝ) (x y : Fin 3 → ℝ) : ℝ :=
  (x ⬝ᵥ x + y ⬝ᵥ y) / 2 + t * (x ⬝ᵥ y - 3 * x 2 * y 2)

/-- The six mode stiffnesses, relative to the uncoupled spring constant. -/
def stiffness (t : ℝ) : Fin 6 → ℝ :=
  ![1 + 2 * t, 1 - 2 * t, 1 + t, 1 + t, 1 - t, 1 - t]

/-- Normalised differences and sums of the two displacements along each axis. -/
def modeCoord (x y : Fin 3 → ℝ) : Fin 6 → ℝ :=
  ![(x 2 - y 2) / √2, (x 2 + y 2) / √2, (x 0 + y 0) / √2,
    (x 1 + y 1) / √2, (x 0 - y 0) / √2, (x 1 - y 1) / √2]

/-- Zero-point energy of the six coupled modes minus that of the uncoupled oscillators of
frequency `w` (with ħ = 1), for couplings `0 ≤ t ≤ 1/2`. -/
def energy (w t : ℝ) : ℝ :=
  (∑ i, w / 2 * √(stiffness t i)) - 6 * (w / 2)

/-- The sum of the relative frequencies of two modes with stiffnesses `1 + x` and `1 - x`,
for `0 ≤ x ≤ 1`. -/
def pairRoot (x : ℝ) : ℝ := √(1 + x) + √(1 - x)

/-- The mode coordinates turn the coupled potential into six independent springs with the
listed stiffnesses, and they preserve the total squared displacement. -/
theorem normal_modes (t : ℝ) (x y : Fin 3 → ℝ) :
    potential t x y = (∑ i, stiffness t i * modeCoord x y i ^ 2) / 2 ∧
      ∑ i, modeCoord x y i ^ 2 = x ⬝ᵥ x + y ⬝ᵥ y := by
  have h : (√2 : ℝ) ^ 2 = 2 := Real.sq_sqrt (by norm_num)
  constructor <;>
  · simp only [potential, stiffness, modeCoord, dotProduct, Fin.sum_univ_six,
      Fin.sum_univ_three, Matrix.cons_val_zero, Matrix.cons_val_one, Matrix.cons_val,
      div_pow, h]
    ring

/-- For positive polarisability `α` and distance `R`, all mode stiffnesses are positive
exactly when `R³ > 2α`, and the potential is positive for every nonzero displacement
exactly under the same condition. -/
theorem stable_iff {α R : ℝ} (hα : 0 < α) (hR : 0 < R) :
    ((∀ i, 0 < stiffness (α / R ^ 3) i) ↔ 2 * α < R ^ 3) ∧
      ((∀ x y : Fin 3 → ℝ, x ≠ 0 ∨ y ≠ 0 → 0 < potential (α / R ^ 3) x y) ↔
        2 * α < R ^ 3) := by
  have hR3 : 0 < R ^ 3 := pow_pos hR 3
  have ht : 0 < α / R ^ 3 := div_pos hα hR3
  have hlt : α / R ^ 3 < 1 / 2 ↔ 2 * α < R ^ 3 := by
    rw [div_lt_iff₀ hR3]
    constructor <;> intro h <;> linarith
  generalize α / R ^ 3 = t at ht hlt ⊢
  rw [← hlt]
  refine ⟨⟨fun h => ?_, fun h i => ?_⟩, ⟨fun h => ?_, fun h x y hxy => ?_⟩⟩
  · have h1 : 0 < 1 - 2 * t := h 1
    linarith
  · fin_cases i
    exacts [(by linarith : 0 < 1 + 2 * t), (by linarith : 0 < 1 - 2 * t),
      (by linarith : 0 < 1 + t), (by linarith : 0 < 1 + t),
      (by linarith : 0 < 1 - t), (by linarith : 0 < 1 - t)]
  · -- equal displacements along the axis probe the softest mode
    have hv := h ![0, 0, 1] ![0, 0, 1]
      (Or.inl (fun e => by have := congrFun e 2; simp at this))
    have e : potential t ![0, 0, 1] ![0, 0, 1] = 1 - 2 * t := by
      simp only [potential, dotProduct, Fin.sum_univ_three, Matrix.cons_val_zero,
        Matrix.cons_val_one, Matrix.cons_val]
      ring
    linarith
  · have hx : 0 ≤ x ⬝ᵥ x := Finset.sum_nonneg fun i _ => mul_self_nonneg (x i)
    have hy : 0 ≤ y ⬝ᵥ y := Finset.sum_nonneg fun i _ => mul_self_nonneg (y i)
    have hS : 0 < x ⬝ᵥ x + y ⬝ᵥ y := by
      rcases hxy with h0 | h0
      · have := lt_of_le_of_ne hx (fun e => h0 (dotProduct_self_eq_zero.mp e.symm))
        linarith
      · have := lt_of_le_of_ne hy (fun e => h0 (dotProduct_self_eq_zero.mp e.symm))
        linarith
    -- split off the softest stiffness; the rest is a sum of squares
    have e : potential t x y = (1 - 2 * t) / 2 * (x ⬝ᵥ x + y ⬝ᵥ y) +
        t * (((x 0 + y 0) ^ 2 + x 0 ^ 2 + y 0 ^ 2) / 2 +
          ((x 1 + y 1) ^ 2 + x 1 ^ 2 + y 1 ^ 2) / 2 + (x 2 - y 2) ^ 2) := by
      simp only [potential, dotProduct, Fin.sum_univ_three]
      ring
    rw [e]
    exact add_pos_of_pos_of_nonneg (mul_pos (by linarith) hS) (by positivity)

/-- For `0 ≤ x ≤ 1` the squared frequency sum of a mode pair is `2 + 2√(1 - x²)`. -/
theorem pairRoot_sq {x : ℝ} (h0 : 0 ≤ x) (h1 : x ≤ 1) :
    pairRoot x ^ 2 = 2 + 2 * √(1 - x ^ 2) := by
  have h : √(1 - x ^ 2) = √(1 + x) * √(1 - x) := by
    rw [← Real.sqrt_mul (by linarith)]
    congr 1
    ring
  rw [h, pairRoot]
  linear_combination Real.sq_sqrt (show 0 ≤ 1 + x by linarith) +
    Real.sq_sqrt (show 0 ≤ 1 - x by linarith)

/-- The frequency sum `pairRoot x` of a mode pair strictly decreases on `0 ≤ x ≤ 1`. -/
theorem pairRoot_strictAntiOn : StrictAntiOn pairRoot (Set.Icc 0 1) := by
  intro x hx y hy hxy
  have h : √(1 - y ^ 2) < √(1 - x ^ 2) :=
    Real.sqrt_lt_sqrt (by nlinarith [hy.1, hy.2]) (by nlinarith [hx.1, hy.1])
  apply lt_of_pow_lt_pow_left₀ 2 (by unfold pairRoot; positivity)
  rw [pairRoot_sq hx.1 hx.2, pairRoot_sq hy.1 hy.2]
  linarith

/-- For `0 < x ≤ 1` the frequency sum of a mode pair lies strictly below its fourth-order
expansion, by at most `3x⁶`. -/
theorem pairRoot_bounds {x : ℝ} (h0 : 0 < x) (h1 : x ≤ 1) :
    pairRoot x < 2 - x ^ 2 / 4 - 5 * x ^ 4 / 64 ∧
      2 - x ^ 2 / 4 - 5 * x ^ 4 / 64 - 3 * x ^ 6 ≤ pairRoot x := by
  have hg := pairRoot_sq h0.le h1
  have hg0 : 0 ≤ pairRoot x := by unfold pairRoot; positivity
  have hs0 := Real.sqrt_nonneg (1 - x ^ 2)
  have hs2 : √(1 - x ^ 2) ^ 2 = 1 - x ^ 2 := Real.sq_sqrt (by nlinarith)
  have hs1 : √(1 - x ^ 2) < 1 := by nlinarith [pow_pos h0 2]
  obtain ⟨d, hd⟩ : ∃ d, d = 2 - pairRoot x := ⟨_, rfl⟩
  have hgd : pairRoot x = 2 - d := by linarith
  have hd0 : 0 < d := by nlinarith
  have hd1 : d ≤ 3 / 5 := by nlinarith
  -- x ^ 2 is a polynomial in the frequency loss d
  have hu : x ^ 2 = d * (4 - 5 * d + 2 * d ^ 2 - d ^ 3 / 4) := by
    rw [hgd] at hg
    have hs : √(1 - x ^ 2) = (2 - d) ^ 2 / 2 - 1 := by linarith
    rw [hs] at hs2
    linear_combination hs2
  have hdu : d ≤ x ^ 2 := by
    have a : 0 ≤ d ^ 2 * (2 - d / 4) := mul_nonneg (by positivity) (by linarith)
    have b : 1 ≤ 4 - 5 * d + 2 * d ^ 2 - d ^ 3 / 4 := by nlinarith
    rw [hu]
    exact le_mul_of_one_le_right hd0.le b
  obtain ⟨q, hq⟩ : ∃ q, q = 21 / 8 - 201 / 64 * d + 55 / 32 * d ^ 2 - 65 / 128 * d ^ 3 +
    5 / 64 * d ^ 4 - 5 / 1024 * d ^ 5 := ⟨_, rfl⟩
  have hr : 2 - x ^ 2 / 4 - 5 * x ^ 4 / 64 - pairRoot x = d ^ 3 * q := by
    have x4 : x ^ 4 = (x ^ 2) ^ 2 := by ring
    rw [hgd, x4, hu, hq]
    ring
  have hq0 : 0 < q := by
    have a : 0 ≤ d ^ 2 * (55 / 32 - 65 / 128 * d) :=
      mul_nonneg (by positivity) (by linarith)
    have b : 0 ≤ d ^ 4 * (5 / 64 - 5 / 1024 * d) :=
      mul_nonneg (by positivity) (by linarith)
    nlinarith
  have hq3 : q ≤ 3 := by
    have a : 0 ≤ d * (201 / 64 - 55 / 32 * d) := mul_nonneg hd0.le (by linarith)
    have b : 0 ≤ d ^ 3 * (65 / 128 - 5 / 64 * d) :=
      mul_nonneg (by positivity) (by linarith)
    have c : 0 < d ^ 5 := by positivity
    nlinarith
  have hd3 : 0 < d ^ 3 := by positivity
  have hpos := mul_pos hd3 hq0
  have hle := mul_le_mul_of_nonneg_left hq3 hd3.le
  have hcube : d ^ 3 ≤ (x ^ 2) ^ 3 := pow_le_pow_left₀ hd0.le hdu 3
  have x6 : (x ^ 2) ^ 3 = x ^ 6 := by ring
  constructor <;> linarith

/-- The interaction energy written out in the mode frequencies. -/
theorem energy_eq (w t : ℝ) : energy w t =
    w / 2 * (√(1 + 2 * t) + √(1 - 2 * t) + 2 * √(1 + t) + 2 * √(1 - t) - 6) := by
  simp only [energy, stiffness, Fin.sum_univ_six, Matrix.cons_val_zero,
    Matrix.cons_val_one, Matrix.cons_val]
  ring

/-- For `w > 0` the interaction energy strictly decreases with the coupling on
`0 ≤ t ≤ 1/2`. -/
theorem energy_strictAntiOn {w : ℝ} (hw : 0 < w) :
    StrictAntiOn (energy w) (Set.Icc 0 (1 / 2)) := by
  intro s hs t ht hst
  obtain ⟨hs0, hs1⟩ := hs
  obtain ⟨ht0, ht1⟩ := ht
  have h2 : pairRoot (2 * t) < pairRoot (2 * s) :=
    pairRoot_strictAntiOn ⟨by linarith, by linarith⟩ ⟨by linarith, by linarith⟩
      (by linarith)
  have h1 : pairRoot t < pairRoot s :=
    pairRoot_strictAntiOn ⟨hs0, by linarith⟩ ⟨ht0, by linarith⟩ hst
  unfold pairRoot at h1 h2
  rw [energy_eq, energy_eq]
  exact mul_lt_mul_of_pos_left (by linarith) (half_pos hw)

/-- For `w > 0` and `0 < t ≤ 1/2` the interaction energy lies strictly below
`-(3/4)wt² - (45/64)wt⁴`, by at most `99wt⁶`. -/
theorem energy_bounds {w t : ℝ} (hw : 0 < w) (h0 : 0 < t) (h1 : t ≤ 1 / 2) :
    energy w t < -(3 / 4) * w * t ^ 2 - 45 / 64 * w * t ^ 4 ∧
      -(3 / 4) * w * t ^ 2 - 45 / 64 * w * t ^ 4 - 99 * w * t ^ 6 ≤ energy w t := by
  obtain ⟨a, b⟩ := pairRoot_bounds (x := 2 * t) (by linarith) (by linarith)
  obtain ⟨c, d⟩ := pairRoot_bounds h0 (by linarith)
  have e : energy w t = w / 2 * (pairRoot (2 * t) + 2 * pairRoot t - 6) := by
    rw [energy_eq]
    unfold pairRoot
    ring
  have hu : pairRoot (2 * t) + 2 * pairRoot t - 6 <
      -(3 / 2) * t ^ 2 - 45 / 32 * t ^ 4 := by
    ring_nf at a c ⊢
    linarith
  have hl : -(3 / 2) * t ^ 2 - 45 / 32 * t ^ 4 - 198 * t ^ 6 ≤
      pairRoot (2 * t) + 2 * pairRoot t - 6 := by
    ring_nf at b d ⊢
    linarith
  have hu' := mul_lt_mul_of_pos_left hu (half_pos hw)
  have hl' := mul_le_mul_of_nonneg_left hl (half_pos hw).le
  rw [e]
  constructor
  · calc _ < _ := hu'
      _ = _ := by ring
  · calc _ = _ := by ring
      _ ≤ _ := hl'

/-- For `w > 0`, after removal of the term `-(3/4)wt²`, the interaction energy divided by
`t⁴` tends to `-(45/64)w` as the coupling tends to zero from above. -/
theorem energy_fourth_order {w : ℝ} (hw : 0 < w) :
    Tendsto (fun t => (energy w t + 3 / 4 * w * t ^ 2) / t ^ 4) (𝓝[>] 0)
      (𝓝 (-(45 / 64) * w)) := by
  have hc : Continuous (fun t : ℝ => -(45 / 64) * w - 99 * w * t ^ 2) := by fun_prop
  have hlow : Tendsto (fun t : ℝ => -(45 / 64) * w - 99 * w * t ^ 2) (𝓝[>] 0)
      (𝓝 (-(45 / 64) * w)) := by
    have h := (hc.tendsto 0).mono_left (nhdsWithin_le_nhds (s := Set.Ioi 0))
    simpa using h
  have hnear : Set.Ioo (0 : ℝ) (1 / 2) ∈ 𝓝[>] (0 : ℝ) :=
    Ioo_mem_nhdsGT (by norm_num)
  -- squeeze between the two sixth-order bounds
  refine tendsto_of_tendsto_of_tendsto_of_le_of_le' hlow tendsto_const_nhds ?_ ?_
  · filter_upwards [hnear] with t ht
    rw [le_div_iff₀ (pow_pos ht.1 4)]
    nlinarith [(energy_bounds hw ht.1 ht.2.le).2]
  · filter_upwards [hnear] with t ht
    rw [div_le_iff₀ (pow_pos ht.1 4)]
    nlinarith [(energy_bounds hw ht.1 ht.2.le).1]

end

end DrudeDimer
```

```lean
#print axioms DrudeDimer.normal_modes
#print axioms DrudeDimer.stable_iff
#print axioms DrudeDimer.energy_strictAntiOn
#print axioms DrudeDimer.energy_fourth_order
```

```
'DrudeDimer.normal_modes' depends on axioms: [propext, Classical.choice, Quot.sound]
'DrudeDimer.stable_iff' depends on axioms: [propext, Classical.choice, Quot.sound]
'DrudeDimer.energy_strictAntiOn' depends on axioms: [propext, Classical.choice, Quot.sound]
'DrudeDimer.energy_fourth_order' depends on axioms: [propext, Classical.choice, Quot.sound]
```

## From modes to stability in Lean

`normal_modes` expands the finite sums, replaces (√2)² by 2, and leaves the polynomial identity to `ring`. `stable_iff` first turns `α / R ^ 3 < 1 / 2` into `2 * α < R ^ 3`, then uses `generalize` to treat the ratio as a single variable t. Its last two cases are the test displacement (0, 0, 1) and the sum-of-squares identity derived above.

## Removing the square roots with `linear_combination`

The tactic `linear_combination` proves an equation from a stated combination of known equations: it subtracts that combination from the goal and asks `ring` to confirm that nothing remains. The user supplies the combination, and the tactic checks the algebra.

In `pairRoot_sq` the known equations are (√(1+x))² = 1 + x and (√(1−x))² = 1 − x, and their sum is what is needed once √(1−x²) has been factored. In `pairRoot_bounds` the root has already been rewritten through d, and `linear_combination hs2` produces the polynomial for x². After that step the expansion is a question about polynomials on a short interval.

## Bounds, monotonicity and the limit

`pairRoot_strictAntiOn` compares squares and then removes them by `lt_of_pow_lt_pow_left₀`. The rest of `pairRoot_bounds` follows the derivation: `hdu` is d ≤ x², `hr` is the factored remainder, and `hq0` and `hq3` are the bounds on Q, which the file calls `q`.

`energy_eq` writes out the six-mode sum. `energy_strictAntiOn` and `energy_bounds` then apply the results for g at 2t and at t. In `energy_fourth_order`, the squeeze theorem needs its inequalities only near zero, so `filter_upwards` restricts t to the interval (0, 1/2), where `energy_bounds` applies.

## Why the range of t belongs in the statement

It would be a mistake to state the monotonicity for all t > 0. Physically, a negative stiffness means that there is no bound ground state. Lean's real square root, however, returns 0 for a negative argument, so `energy` still has a value there. For t > 1 it equals

(w/2)(√(1+2t) + 2√(1+t) − 6),

which increases with t, so the unrestricted statement would be false.
